# The lowest k + 1 states of an orthonormal energy eigenbasis span a space of dimension k + 1

Let `H` be a symmetric operator, the Hamiltonian, on a finite-dimensional complex inner product space of dimension `n`, with an orthonormal basis of eigenstates put in ascending order of energy. The theorem `finrank_lowSpace` states that the eigenstates with indices 0 to `k`, where `k < n`, span a subspace of dimension `k + 1`. Levels may be degenerate, since the indices count states and not distinct energies. The proof first shows that the inclusion of the first `k + 1` indices into all `n` is injective, so that the chosen eigenstates are still orthonormal and hence linearly independent. The dimension of their span is then their number.

The first attempt, which Lean rejects:

```lean
import Mathlib

open Module

namespace FinrankLowSpace

noncomputable section

variable {E : Type*} [NormedAddCommGroup E] [InnerProductSpace ℂ E]
  [FiniteDimensional ℂ E] {n : ℕ} {H K : E →ₗ[ℂ] E}

/-- An orthonormal basis of eigenstates, in the order of the energy levels. -/
def eigenstate (hH : H.IsSymmetric) (hn : finrank ℂ E = n) : OrthonormalBasis (Fin n) ℂ E :=
  (hH.eigenvectorBasis hn).reindex (Tuple.sort (hH.eigenvalues hn)).symm

/-- The space spanned by the eigenstates with indices `0, ..., k`. -/
def lowSpace (hH : H.IsSymmetric) (hn : finrank ℂ E = n) (k : Fin n) : Submodule ℂ E :=
  Submodule.span ℂ (Set.range fun i : Fin (k.val + 1) =>
    eigenstate hH hn ⟨i.val, lt_of_lt_of_le i.2 (Nat.succ_le_of_lt k.2)⟩)

/-- The eigenstates with indices `0, ..., k` span a space of dimension `k + 1`. -/
theorem finrank_lowSpace (hH : H.IsSymmetric) (hn : finrank ℂ E = n) (k : Fin n) :
    finrank ℂ (lowSpace hH hn k) = k.val + 1 := by
  have hinj : Function.Injective fun i : Fin (k.val + 1) =>
      (⟨i.val, lt_of_lt_of_le i.2 (Nat.succ_le_of_lt k.2)⟩ : Fin n) := by
    intro i j h
    exact Fin.ext (congrArg Fin.val h)
  have h := finrank_span_eq_card
    ((eigenstate hH hn).orthonormal.comp _ hinj).linearIndependent
  rw [Fintype.card_fin] at h
  exact h

end

end FinrankLowSpace
```

Compiling this gives:

```
Main.lean:27:36: error: Application type mismatch: The argument
  h
has type
  (fun i => ⟨↑i, ⋯⟩) i = (fun i => ⟨↑i, ⋯⟩) j
but is expected to have type
  i = j
in the application
  congrArg Fin.val h
```

Diagnosis. The error is in the proof of injectivity. There `h` equates the images of `i` and `j` in `Fin n`, while the goal is `i = j` in `Fin (k.val + 1)`. For this goal `Fin.ext` needs an equality of the values of `i` and `j`. Lean elaborated `congrArg Fin.val h` against that expected type, and so took `i` and `j` themselves as the two sides to which `Fin.val` is applied. It then required `h` to be a proof of `i = j`, which it is not.

In the repair, `have h1 := congrArg Fin.val h` has no expected type, so the two sides are read off from `h`, and `h1` says that the two images have equal values. The image of `i` is built with the value of `i`, and likewise for `j`, so this is by definition the equality that `Fin.ext` needs, and `Fin.ext h1` is accepted.

The mended proof, as a diff:

```diff
@@ -25,5 +25,6 @@
       (⟨i.val, lt_of_lt_of_le i.2 (Nat.succ_le_of_lt k.2)⟩ : Fin n) := by
     intro i j h
-    exact Fin.ext (congrArg Fin.val h)
+    have h1 := congrArg Fin.val h
+    exact Fin.ext h1
   have h := finrank_span_eq_card
     ((eigenstate hH hn).orthonormal.comp _ hinj).linearIndependent
```
